# When (z² + c) exp(−z⁴/4) solves the Schrödinger equation with potential z⁶ − 7z²

The theorem `schrodinger_iff` concerns one particle in one dimension with the sextic potential z⁶ − 7z², in units where the kinetic energy is −d²/dz². For real c and E, it says that the unnormalised function ψ(z) = (z² + c) exp(−z⁴/4) satisfies −ψ″ + (z⁶ − 7z²)ψ = Eψ at every complex z exactly when c² = 1/2 and E = −4c. The attempt first shows that the left side equals (−2 − 4cz²) exp(−z⁴/4). For the forward direction it cancels the exponential and compares the two sides at z = 0 and z = 1; for the converse it carries c² = 1/2 over to the complex numbers and checks the equation by algebra.

The first attempt, which Lean rejects:

```lean
import Mathlib

open Metric MeasureTheory
open scoped Real

namespace SchrodingerIff

noncomputable section

/-- The trial wavefunction `(z² + c) exp(-z⁴/4)`, continued to the complex plane. -/
def psi (c : ℝ) (z : ℂ) : ℂ := (z ^ 2 + c) * Complex.exp (-z ^ 4 / 4)

/-- Differentiating a prefactor times `exp(-z⁴/4)` replaces the prefactor `p` by `p' - z³ p`. -/
theorem hasDerivAt_mul_weight {p : ℂ → ℂ} {p' z : ℂ} (hp : HasDerivAt p p' z) :
    HasDerivAt (fun w => p w * Complex.exp (-w ^ 4 / 4))
      ((p' - z ^ 3 * p z) * Complex.exp (-z ^ 4 / 4)) z := by
  have h := hp.fun_mul (((hasDerivAt_pow 4 z).fun_neg.div_const 4).cexp)
  refine h.congr_deriv ?_
  push_cast
  ring

/-- The first derivative of the wavefunction. -/
theorem deriv_psi (c : ℝ) : deriv (psi c) =
    fun z => (2 * z - z ^ 3 * (z ^ 2 + c)) * Complex.exp (-z ^ 4 / 4) := by
  funext z
  have h : HasDerivAt (fun w : ℂ => w ^ 2 + (c : ℂ)) (2 * z) z := by
    refine ((hasDerivAt_pow 2 z).add_const (c : ℂ)).congr_deriv ?_
    push_cast
    ring
  exact (hasDerivAt_mul_weight h).deriv

/-- The wavefunction solves the Schrödinger equation with potential `z⁶ - 7z²` and energy `E`
exactly when `c² = 1/2` and `E = -4c`. -/
theorem schrodinger_iff (c E : ℝ) :
    (∀ z : ℂ, -deriv (deriv (psi c)) z + (z ^ 6 - 7 * z ^ 2) * psi c z = E * psi c z) ↔
      c ^ 2 = 1 / 2 ∧ E = -4 * c := by
  -- the Hamiltonian maps the prefactor to a polynomial of degree two
  have key : ∀ z : ℂ, -deriv (deriv (psi c)) z + (z ^ 6 - 7 * z ^ 2) * psi c z =
      (-2 - 4 * c * z ^ 2) * Complex.exp (-z ^ 4 / 4) := by
    intro z
    have h : HasDerivAt (fun w : ℂ => 2 * w - w ^ 3 * (w ^ 2 + (c : ℂ)))
        (2 - 5 * z ^ 4 - 3 * c * z ^ 2) z := by
      refine (((hasDerivAt_id' z).const_mul 2).fun_sub ((hasDerivAt_pow 3 z).fun_mul
        ((hasDerivAt_pow 2 z).add_const (c : ℂ)))).congr_deriv ?_
      push_cast
      ring
    rw [deriv_psi, (hasDerivAt_mul_weight h).deriv, psi]
    ring
  constructor
  · intro h
    have h' : ∀ z : ℂ, -2 - 4 * (c : ℂ) * z ^ 2 = E * (z ^ 2 + c) := by
      intro z
      have hz := (key z).symm.trans (h z)
      simp only [psi] at hz
      refine mul_right_cancel₀ (Complex.exp_ne_zero (-z ^ 4 / 4)) ?_
      linear_combination hz
    have hr : ∀ x : ℝ, -2 - 4 * c * x ^ 2 = E * (x ^ 2 + c) := fun x => by
      exact_mod_cast h' x
    -- compare coefficients through the points 0 and 1
    have h0 := hr 0
    have h1 := hr 1
    have hE : E = -4 * c := by linear_combination h0 - h1
    exact ⟨by linear_combination (1 / 4) * h0 + (c / 4) * hE, hE⟩
  · rintro ⟨hc, rfl⟩ z
    have hc' : (c : ℂ) ^ 2 = 1 / 2 := by exact_mod_cast congrArg Complex.ofReal hc
    rw [key, psi]
    push_cast
    linear_combination (4 * Complex.exp (-z ^ 4 / 4)) * hc'

end

end SchrodingerIff
```

The compiler's answer:

```
Main.lean:65:41: error: mod_cast has type
  c ^ 2 = 1 / 2
but is expected to have type
  ↑(c ^ 2) = 1 / 2
```

The error is in the converse, where the real equation `hc : c ^ 2 = 1 / 2` has to become an equation between complex numbers. `congrArg Complex.ofReal hc` does state it in ℂ, but `exact_mod_cast` normalises the casts in both this term and the goal, and the two end up different. In the term, both sides are casts of real numbers, so the casts are stripped and the real equation `c ^ 2 = 1 / 2` comes back. In the goal, the cast is moved outside the power, giving `↑(c ^ 2)`, but the right side stays the complex number `1 / 2` and is not rewritten as the cast of a real one. The goal therefore remains an equation in ℂ, which a real equation cannot close.

The repair does the step by hand. Rewriting backwards with `Complex.ofReal_pow` turns the left side into `↑(c ^ 2)`, and `hc` then replaces `c ^ 2` inside the cast. What remains is that the cast of the real `1 / 2` is the complex `1 / 2`, which `norm_num` proves.

The change to the comment, from "degree two" to "degree at most two", is mere tidying: it allows for c = 0.

After these edits no error is left:

```diff
@@ -35,5 +35,5 @@
     (∀ z : ℂ, -deriv (deriv (psi c)) z + (z ^ 6 - 7 * z ^ 2) * psi c z = E * psi c z) ↔
       c ^ 2 = 1 / 2 ∧ E = -4 * c := by
-  -- the Hamiltonian maps the prefactor to a polynomial of degree two
+  -- the Hamiltonian maps the prefactor to a polynomial of degree at most two
   have key : ∀ z : ℂ, -deriv (deriv (psi c)) z + (z ^ 6 - 7 * z ^ 2) * psi c z =
       (-2 - 4 * c * z ^ 2) * Complex.exp (-z ^ 4 / 4) := by
@@ -63,5 +63,7 @@
     exact ⟨by linear_combination (1 / 4) * h0 + (c / 4) * hE, hE⟩
   · rintro ⟨hc, rfl⟩ z
-    have hc' : (c : ℂ) ^ 2 = 1 / 2 := by exact_mod_cast congrArg Complex.ofReal hc
+    have hc' : (c : ℂ) ^ 2 = 1 / 2 := by
+      rw [← Complex.ofReal_pow, hc]
+      norm_num
     rw [key, psi]
     push_cast
```
